# Penrose inverses of ordered positive semidefinite matrices reverse the order exactly when the ranks agree

A density-fitting code whose auxiliary basis is linearly dependent faces equations with a singular Coulomb metric $A$, unless it removes the dependent functions first. It can apply the pseudo-inverse $X$ of $A$, or it can first add a positive semidefinite regularisation $R$ and apply the pseudo-inverse $Y$ of $B=A+R$. For a fixed vector $b$ of Coulomb integrals between the auxiliary functions and the density, I would like to say that the larger metric gives the smaller quadratic form, $b^\dagger Yb\le b^\dagger Xb$. For invertible metrics this is the familiar rule that inversion reverses the order of positive matrices. For singular ones I have been told that it holds for every $b$ if and only if $A$ and $B$ have the same rank. Can someone show me why, with a proof that a machine has checked?

## Equal rank means equal null spaces

Yes, the criterion is correct. Write $M\ge 0$ when $M$ is Hermitian and $v^\dagger Mv\ge 0$ for every vector $v$, and write $A\le B$ when $B-A\ge 0$. Let $0\le A\le B$. The Penrose inverse $X$ of $A$ is defined by four equations:

$$AXA=A,\qquad XAX=X,\qquad (AX)^\dagger=AX,\qquad (XA)^\dagger=XA.$$

$Y$ satisfies the same equations with $B$ in place of $A$. The claim is that $X-Y\ge 0$ if and only if $\operatorname{rank}A=\operatorname{rank}B$.

**Uniqueness and commutation.** Suppose that $X$ and $X'$ both satisfy the four equations for $A$. Since $AX'A=A$, we have $AX=AX'AX$. Taking adjoints gives
$$AX=(AX'\,AX)^\dagger=AX\,AX'=AX'.$$
In the same way $XA=XA\,X'A$, and the adjoint gives $XA=X'A\,XA=X'A$. Hence
$$X=XAX=X'AX=X'AX'=X'.$$

If $A$ is Hermitian, taking adjoints of the four equations shows that $X^\dagger$ satisfies them too. Uniqueness gives $X^\dagger=X$, and then $XA=(XA)^\dagger=AX^\dagger=AX$. The matrix $B=A+(B-A)$ is positive semidefinite as a sum of two such matrices, so $Y$ is likewise Hermitian and commutes with $B$.

**Null vectors of the larger matrix.** Let $Bv=0$. Then
$$0\le v^\dagger(B-A)v=-v^\dagger Av\le 0,$$
so $v^\dagger Av=0$. Since $v^\dagger Av=\|A^{1/2}v\|^2$, it follows that $Av=0$. Thus $\ker B\subseteq\ker A$.

Rank and nullity add up to the dimension of the space. Equal ranks therefore mean null spaces of equal dimension, and because one contains the other, they coincide. Conversely, equal null spaces give equal ranks. So the rank condition is equivalent to $\ker A\subseteq\ker B$.

**From reversed order to equal rank.** Let $X-Y\ge 0$. We have $Y=YBY=Y^\dagger BY\ge 0$, so $0\le Y\le X$, and the null-vector argument applies to this pair. Take $v$ with $Av=0$. Then:

- $Xv=XAXv=XXAv=0$;
- $Yv=0$, because null vectors of $X$ are null vectors of $Y$;
- $Bv=BYBv=BBYv=0$.

Hence $\ker A\subseteq\ker B$, and the ranks agree.

**From equal rank to reversed order.** Now let the null spaces coincide. From $B(1-YB)=0$, every column of $1-YB$ is a null vector of $B$, hence of $A$, so $A\,YB=A$. Exchanging the roles gives $B\,XA=B$. Therefore
$$XA=(XA)^\dagger=(XA\,YB)^\dagger=YB\,XA=YB.$$
Both products are the orthogonal projector onto the common range. It follows that $XAY=YBY=Y$, and also $YAX=YXA=YYB=YBY=Y$. Expanding,
$$(X-Y)A(X-Y)+Y(B-A)Y=XAX-XAY-YAX+YBY=X-Y-Y+Y=X-Y.$$
Since $X-Y$ and $Y$ are Hermitian, both terms on the left have the form $C^\dagger MC$ with $M\ge 0$. Each is positive semidefinite, and so is their sum.

Here is the complete Lean file.

```lean
import Mathlib

open Matrix
open scoped ComplexOrder

namespace PenroseOrderReversal

variable {n : Type*} [Fintype n] [DecidableEq n] {A B X Y : Matrix n n ℂ}

/-- `X` is the Penrose inverse of `A`: the four Penrose equations hold. -/
structure IsPenroseInverse (A X : Matrix n n ℂ) : Prop where
  axa : A * X * A = A
  xax : X * A * X = X
  ax_herm : (A * X)ᴴ = A * X
  xa_herm : (X * A)ᴴ = X * A

omit [DecidableEq n] in
/-- A matrix has at most one Penrose inverse. -/
theorem IsPenroseInverse.unique (hX : IsPenroseInverse A X) (hY : IsPenroseInverse A Y) :
    X = Y := by
  -- both candidates give the same projectors on the left and on the right
  have h1 : A * X = A * Y := by
    calc A * X = (A * X)ᴴ := hX.ax_herm.symm
      _ = ((A * Y) * (A * X))ᴴ := by rw [← mul_assoc, hY.axa]
      _ = (A * X) * (A * Y) := by rw [conjTranspose_mul, hX.ax_herm, hY.ax_herm]
      _ = A * Y := by rw [← mul_assoc, hX.axa]
  have h2 : X * A = Y * A := by
    calc X * A = (X * A)ᴴ := hX.xa_herm.symm
      _ = ((X * A) * (Y * A))ᴴ := by rw [mul_assoc X A, ← mul_assoc A Y A, hY.axa]
      _ = (Y * A) * (X * A) := by rw [conjTranspose_mul, hX.xa_herm, hY.xa_herm]
      _ = Y * A := by rw [mul_assoc Y A, ← mul_assoc A X A, hX.axa]
  calc X = X * A * X := hX.xax.symm
    _ = Y * (A * Y) := by rw [h2, mul_assoc, h1]
    _ = Y := by rw [← mul_assoc, hY.xax]

omit [DecidableEq n] in
/-- The Penrose inverse of a Hermitian matrix is Hermitian and commutes with it. -/
theorem IsPenroseInverse.hermitian_and_comm (hX : IsPenroseInverse A X)
    (hA : A.IsHermitian) : X.IsHermitian ∧ A * X = X * A := by
  have e1 : A * Xᴴ = X * A := by
    have h := hX.xa_herm
    rwa [conjTranspose_mul, hA.eq] at h
  have e2 : Xᴴ * A = A * X := by
    have h := hX.ax_herm
    rwa [conjTranspose_mul, hA.eq] at h
  -- the adjoint of `X` solves the same four equations
  have hs : IsPenroseInverse A Xᴴ := by
    refine ⟨?_, ?_, ?_, ?_⟩
    · have h := congrArg conjTranspose hX.axa
      rwa [conjTranspose_mul, conjTranspose_mul, hA.eq, ← mul_assoc] at h
    · have h := congrArg conjTranspose hX.xax
      rwa [conjTranspose_mul, conjTranspose_mul, hA.eq, ← mul_assoc] at h
    · rw [e1, hX.xa_herm]
    · rw [e2, hX.ax_herm]
  have hh : Xᴴ = X := hs.unique hX
  exact ⟨hh, by rwa [hh] at e1⟩

omit [DecidableEq n] in
/-- If `0 ≤ A ≤ B`, every null vector of `B` is a null vector of `A`. -/
theorem null_of_le (hA : A.PosSemidef) (hBA : (B - A).PosSemidef) (v : n → ℂ)
    (hv : B *ᵥ v = 0) : A *ᵥ v = 0 := by
  have h1 := hA.dotProduct_mulVec_nonneg v
  have h2 := hBA.dotProduct_mulVec_nonneg v
  rw [Matrix.sub_mulVec, hv, zero_sub, dotProduct_neg] at h2
  exact (hA.dotProduct_mulVec_zero_iff v).1 (le_antisymm (neg_nonneg.1 h2) h1)

omit [DecidableEq n] in
/-- If the null space of `B` lies in that of `A`, the ranks agree exactly when the null
space of `A` also lies in that of `B`. -/
theorem rank_eq_iff_null (h : ∀ v, B *ᵥ v = 0 → A *ᵥ v = 0) :
    A.rank = B.rank ↔ ∀ v, A *ᵥ v = 0 → B *ᵥ v = 0 := by
  have hle : LinearMap.ker B.mulVecLin ≤ LinearMap.ker A.mulVecLin := fun v hv => by
    rw [LinearMap.mem_ker, Matrix.mulVecLin_apply] at hv ⊢
    exact h v hv
  have ha := A.mulVecLin.finrank_range_add_finrank_ker
  have hb := B.mulVecLin.finrank_range_add_finrank_ker
  constructor
  · intro hr v hv
    change Module.finrank ℂ (LinearMap.range A.mulVecLin) =
      Module.finrank ℂ (LinearMap.range B.mulVecLin) at hr
    have he := Submodule.eq_of_le_of_finrank_eq hle (by omega)
    have hm : v ∈ LinearMap.ker A.mulVecLin := by
      rw [LinearMap.mem_ker, Matrix.mulVecLin_apply]
      exact hv
    rw [← he] at hm
    rwa [LinearMap.mem_ker, Matrix.mulVecLin_apply] at hm
  · intro h'
    have he : LinearMap.ker B.mulVecLin = LinearMap.ker A.mulVecLin :=
      le_antisymm hle fun v hv => by
        rw [LinearMap.mem_ker, Matrix.mulVecLin_apply] at hv ⊢
        exact h' v hv
    rw [he] at hb
    change Module.finrank ℂ (LinearMap.range A.mulVecLin) =
      Module.finrank ℂ (LinearMap.range B.mulVecLin)
    omega

/-- If every null vector of `B` is one of `A`, the projector `Y B` leaves `A` unchanged
from the right. -/
theorem mul_support (hY : IsPenroseInverse B Y) (h : ∀ v, B *ᵥ v = 0 → A *ᵥ v = 0) :
    A * (Y * B) = A := by
  have hB : B * (1 - Y * B) = 0 := by
    rw [mul_sub, mul_one, ← mul_assoc, hY.axa, sub_self]
  -- apply the null-space inclusion to each column of `1 - Y B`
  have hA : A * (1 - Y * B) = 0 := by
    ext i j
    have hc := h (fun k => (1 - Y * B) k j) (by
      ext k
      exact congrFun (congrFun hB k) j)
    exact congrFun hc i
  rw [mul_sub, mul_one, sub_eq_zero] at hA
  exact hA.symm

omit [DecidableEq n] in
/-- For Hermitian `A` and `B` with a common support projector, the difference of the Penrose
inverses is a sum of two congruence terms, one in `A` and one in `B - A`. -/
theorem difference_formula (hA : A.IsHermitian) (hB : B.IsHermitian)
    (hX : IsPenroseInverse A X) (hY : IsPenroseInverse B Y) (h : X * A = Y * B) :
    X - Y = (X - Y) * A * (X - Y) + Y * (B - A) * Y := by
  have h1 : X * A * Y = Y := by rw [h, hY.xax]
  have h2 : Y * A * X = Y := by
    rw [mul_assoc, (hX.hermitian_and_comm hA).2, h, ← (hY.hermitian_and_comm hB).2,
      ← mul_assoc, hY.xax]
  have e : (X - Y) * A * (X - Y) + Y * (B - A) * Y
      = X * A * X - X * A * Y - Y * A * X + Y * B * Y := by noncomm_ring
  rw [e, hX.xax, h1, h2, hY.xax]
  abel

/-- Order reversal for singular matrices: if `0 ≤ A ≤ B`, the Penrose inverses satisfy
`Y ≤ X` if and only if `A` and `B` have equal rank. -/
theorem penrose_order_reversal (hA : A.PosSemidef) (hBA : (B - A).PosSemidef)
    (hX : IsPenroseInverse A X) (hY : IsPenroseInverse B Y) :
    (X - Y).PosSemidef ↔ A.rank = B.rank := by
  have hB : B.PosSemidef := by
    have h := hA.add hBA
    rwa [add_sub_cancel] at h
  obtain ⟨hXh, hXc⟩ := hX.hermitian_and_comm hA.isHermitian
  obtain ⟨hYh, hYc⟩ := hY.hermitian_and_comm hB.isHermitian
  have hnull := null_of_le hA hBA
  rw [rank_eq_iff_null hnull]
  constructor
  · intro hXY v hv
    have hYp : Y.PosSemidef := by
      have h := hB.conjTranspose_mul_mul_same Y
      rwa [hYh.eq, hY.xax] at h
    -- null vectors pass from `A` to `X`, then to `Y`, then to `B`
    have hXv : X *ᵥ v = 0 := by
      rw [← hX.xax, mul_assoc, hXc, ← mul_assoc, ← Matrix.mulVec_mulVec, hv,
        Matrix.mulVec_zero]
    have hYv := null_of_le hYp hXY v hXv
    rw [← hY.axa, mul_assoc, ← hYc, ← mul_assoc, ← Matrix.mulVec_mulVec, hYv,
      Matrix.mulVec_zero]
  · intro h'
    have h1 := mul_support hY hnull
    have h2 := mul_support hX h'
    -- equal null spaces give equal support projectors
    have hP : X * A = Y * B := by
      calc X * A = (X * A)ᴴ := hX.xa_herm.symm
        _ = ((X * A) * (Y * B))ᴴ := by rw [mul_assoc X A, h1]
        _ = (Y * B) * (X * A) := by rw [conjTranspose_mul, hX.xa_herm, hY.xa_herm]
        _ = Y * B := by rw [mul_assoc Y B, h2]
    have p1 := hA.conjTranspose_mul_mul_same (X - Y)
    have p2 := hBA.conjTranspose_mul_mul_same Y
    rw [conjTranspose_sub, hXh.eq, hYh.eq] at p1
    rw [hYh.eq] at p2
    rw [difference_formula hA.isHermitian hB.isHermitian hX hY hP]
    exact p1.add p2

/-- The singular matrices `diag(1,0) ≤ diag(2,0)`, with Penrose inverses `diag(1,0)` and
`diag(1/2,0)`, meet the hypotheses of the order-reversal theorem. -/
theorem penrose_order_reversal_witness :
    (diagonal ![(1 : ℂ), 0]).PosSemidef ∧
    (diagonal ![(2 : ℂ), 0] - diagonal ![(1 : ℂ), 0]).PosSemidef ∧
    IsPenroseInverse (diagonal ![(1 : ℂ), 0]) (diagonal ![(1 : ℂ), 0]) ∧
    IsPenroseInverse (diagonal ![(2 : ℂ), 0]) (diagonal ![(1 / 2 : ℂ), 0]) := by
  refine ⟨?_, ?_, ?_, ?_⟩
  · rw [posSemidef_diagonal_iff]
    intro i
    fin_cases i <;> norm_num
  · rw [diagonal_sub, posSemidef_diagonal_iff]
    intro i
    fin_cases i <;> norm_num
  all_goals
    constructor <;> ext i j <;> fin_cases i <;> fin_cases j <;> simp

/-- The matrices `diag(1,0) ≤ diag(1,1)` are their own Penrose inverses, and the order of
these inverses is not reversed. -/
theorem order_reversal_fails :
    (diagonal ![(1 : ℂ), 1] - diagonal ![(1 : ℂ), 0]).PosSemidef ∧
    IsPenroseInverse (diagonal ![(1 : ℂ), 0]) (diagonal ![(1 : ℂ), 0]) ∧
    IsPenroseInverse (diagonal ![(1 : ℂ), 1]) (diagonal ![(1 : ℂ), 1]) ∧
    ¬ (diagonal ![(1 : ℂ), 0] - diagonal ![(1 : ℂ), 1]).PosSemidef := by
  refine ⟨?_, penrose_order_reversal_witness.2.2.1, ?_, ?_⟩
  · rw [diagonal_sub, posSemidef_diagonal_iff]
    intro i
    fin_cases i <;> norm_num
  · constructor <;> ext i j <;> fin_cases i <;> fin_cases j <;> simp
  · rw [diagonal_sub, posSemidef_diagonal_iff]
    intro h
    have h1 := (Complex.le_def.1 (h 1)).1
    norm_num at h1

end PenroseOrderReversal
```

```lean
#print axioms PenroseOrderReversal.penrose_order_reversal
#print axioms PenroseOrderReversal.order_reversal_fails
```

```
'PenroseOrderReversal.penrose_order_reversal' depends on axioms: [propext, Classical.choice, Quot.sound]
'PenroseOrderReversal.order_reversal_fails' depends on axioms: [propext, Classical.choice, Quot.sound]
```

## What `penrose_order_reversal` says about the metrics

The type `n` is a finite set of labels, here the auxiliary functions, and `Matrix n n ℂ` holds the complex square matrices over it. Real metrics are included as complex matrices with real entries. The symbol `ᴴ` is the conjugate transpose, and `*ᵥ` applies a matrix to a vector.

The hypotheses `hA` and `hBA` say that $A\ge 0$ and $B-A\ge 0$. In Mathlib, `PosSemidef` includes being Hermitian. The opened `ComplexOrder` makes inequalities between complex numbers meaningful: $z\le w$ requires equal imaginary parts and ordered real parts. Positivity of $B$ is derived and not assumed.

The hypotheses `hX` and `hY` say that $X$ and $Y$ satisfy the Penrose equations for $A$ and $B$, collected in the structure `IsPenroseInverse`. The file proves that such an inverse is unique, but takes $X$ and $Y$ as given and does not construct them. The conclusion is an equivalence between `(X - Y).PosSemidef` and `A.rank = B.rank`.

The rank is the exact dimension of the column space, not a count of eigenvalues above a tolerance, and the inverses are exact as well. Rounding errors and infinite-dimensional operators are not treated.

## How the Lean proof follows the algebra

`IsPenroseInverse.unique` is the uniqueness argument. Its two `calc` chains establish the equal left and right projectors, and a third one combines them. `IsPenroseInverse.hermitian_and_comm` checks that `Xᴴ` solves the four equations and then applies uniqueness.

`null_of_le` contains the squeeze. Its last line obtains $v^\dagger Av=0$ from the two inequalities with `le_antisymm`, and passes to $Av=0$ through the Mathlib lemma `dotProduct_mulVec_zero_iff`.

`rank_eq_iff_null` treats the matrices as linear maps and uses rank–nullity for each of them. The tactic `omega` does the integer arithmetic. In the direction from equal ranks, `Submodule.eq_of_le_of_finrank_eq` supplies the step from "contained, with equal dimension" to "equal".

`mul_support` proves $A\,YB=A$ by applying the inclusion of null spaces to each column of $1-YB$. `difference_formula` is the identity for $X-Y$. It needs only Hermitian matrices and a common projector, with no positivity. The expansion is done by `noncomm_ring`, which respects the order of the factors, and the Penrose equations then simplify the four terms.

The main theorem first replaces the rank condition by the inclusion $\ker A\subseteq\ker B$. In the forward direction it carries a null vector from $A$ to $X$, to $Y$ and to $B$, using `null_of_le` a second time for the pair $Y\le X$. In the backward direction it calls `mul_support` twice with exchanged roles, derives `hP`, the equality of the projectors, and adds the two positive terms. Their positivity comes from `conjTranspose_mul_mul_same`, which says that $C^\dagger MC\ge 0$ when $M\ge 0$.

Two $2\times 2$ examples complete the file. `penrose_order_reversal_witness` shows that the singular pair $\operatorname{diag}(1,0)\le\operatorname{diag}(2,0)$ meets all the hypotheses, with inverses $\operatorname{diag}(1,0)$ and $\operatorname{diag}(\tfrac12,0)$. `order_reversal_fails` takes $A=\operatorname{diag}(1,0)$ and $B=\operatorname{diag}(1,1)$, which are their own Penrose inverses. There $X-Y=\operatorname{diag}(0,-1)$, which is not positive semidefinite.

## Regularising and truncating a singular metric

For your finite auxiliary basis, with exact ranks and the same $b$ in both quadratic forms, the theorem tells you which regularisations $R$ guarantee a quadratic form that does not increase, whatever $b$ is: those that vanish on the null space of $A$.

The common choice $R=\varepsilon 1$ with $\varepsilon>0$ does not have this property when $A$ is singular, because $B$ then has full rank. If $b_0$ is the component of $b$ in the null space of $A$, the regularised form contains the term $\|b_0\|^2/\varepsilon$, while the pseudo-inverse of $A$ ignores $b_0$ altogether. In exact arithmetic, consistent integrals give $b_0=0$. For such $b$ the quadratic form does not increase even with $R=\varepsilon 1$, because each contributing factor $1/\lambda$, with $\lambda>0$ an eigenvalue of $A$, becomes $1/(\lambda+\varepsilon)$. Numerical errors in $b$, however, can leave a small remainder $b_0$, which a small $\varepsilon$ then amplifies. Choosing $R=\varepsilon XA$ shifts only the nonzero eigenvalues and keeps the rank.

In code, the pseudo-inverse can be computed by diagonalisation: eigenvalues below a threshold are discarded, the remaining ones are inverted, and the matrix is assembled from their eigenvectors. The number of retained eigenvalues is the rank of the truncated matrix. Suppose that $B$ is a positive definite metric and $A$ is the same metric with some small eigenvalues $\lambda_i$ discarded. Then $A\le B$, but the ranks differ, and $Y-X$ is the sum of $\lambda_i^{-1}u_iu_i^\dagger$ over the discarded normalised eigenvectors $u_i$. Truncation therefore lowers the metric and its pseudo-inverse together.

When two different metrics are truncated, comparing the retained counts is not enough. The condition $A\le B$ has to hold for the truncated matrices themselves, and it does not follow in general from the order of the original ones.
